# A partially filled fragment of a Slater determinant spans, with its bath, a half-filled cluster

A density matrix embedding code with a mean-field reference can build bath orbitals from the block of the density matrix that couples the fragment to its environment. In the simplest setup, fragment and bath then go to a solver as $2m$ orbitals with $m$ electrons per spin, where $m$ is the number of fragment orbitals. Both numbers are right when the density matrix of one spin is idempotent and no fragment orbital, or combination of fragment orbitals, is completely occupied or completely empty.

## Dimension and filling of the cluster

Let $V$ be the finite-dimensional one-particle space for one spin, $D$ the projector onto the occupied orbitals and $A$ the projector onto the fragment, with $\operatorname{rank} A = m$. Both satisfy $D^2 = D$ and $A^2 = A$; neither has to be orthogonal. The bath space is the range of $(1-A)DA$, and the cluster is

$$W = \operatorname{range} A + \operatorname{range}\,(1-A)DA .$$

Call the fragment partially filled if, for every $x$, each of $DAx = 0$ and $(1-D)Ax = 0$ forces $Ax = 0$. The first excludes an empty fragment vector, the second a fully occupied one. For a partially filled fragment,

$$\dim W = 2m, \qquad \dim(W \cap \operatorname{range} D) = \dim(W \cap \ker D) = m .$$

Conversely, $\dim W = 2m$ implies that the fragment is partially filled.

## Orbital and electron counts in a code

The result bears on how the impurity problem is set up in embedding calculations, for a non-interacting (single-determinant) reference state. A code that allocates $2m$ cluster orbitals relies on the first equation, and one that sets the electron number to $m$ per spin relies on the second. Since the dimensions are non-negative and bounded by those of the full spaces, partial filling also requires $m \le \operatorname{rank} D$ and $m \le \dim V - \operatorname{rank} D$. A fragment with more orbitals than there are occupied orbitals, as can happen in a large basis, therefore has fewer than $m$ independent bath orbitals.

Oblique projectors matter in non-orthogonal bases. With the density matrix $P$ of one spin and the overlap matrix $S$, the idempotent object is $PS$, and selecting a subset of the basis coefficients is in general an oblique projection.

## From projectors to dimensions

**Vectors of the cluster.** A vector of $W$ has the form $Aa + (1-A)DAb$, which equals $A(a - DAb) + DAb$. In the other direction,

$$Aa + DAb = A(a + DAb) + (1-A)DAb .$$

So $W$ consists exactly of the sums $Aa + DAb$.

**Occupied part.** Let $w = Aa + DAb$ lie in the range of $D$. Then $w = Dw = DAa + DAb = DA(a+b)$. Every $DAx$ lies in both $W$ and $\operatorname{range} D$, hence $W \cap \operatorname{range} D = \operatorname{range} DA$.

**Empty part.** If $Dw = 0$, then $DAa + DAb = 0$, so $DAb = -DAa$ and $w = (1-D)Aa$. Conversely, $(1-D)Ax = Ax + DA(-x)$ lies in $W$ and is annihilated by $D$. Hence $W \cap \ker D = \operatorname{range}\,(1-D)A$.

**Fragment and bath.** $A$ fixes every fragment vector and annihilates every bath vector, because $A(1-A) = 0$. A vector in both spaces is therefore zero, and

$$\dim W = \operatorname{rank} A + \operatorname{rank}\,(1-A)DA .$$

**The condition seen from the bath.** Partial filling is equivalent to the statement that $(1-A)DAx = 0$ forces $Ax = 0$.

- Assume partial filling and $(1-A)DAx = 0$. Then $DAx = A(DAx)$ is a fragment vector, and $D$ fixes it, so $1-D$ annihilates it. It must vanish. Now $DAx = 0$, and so $Ax = 0$.
- Assume the bath statement. If $DAx = 0$, then $(1-A)DAx = 0$. If $(1-D)Ax = 0$, then $DAx = Ax$ and $(1-A)DAx = (1-A)Ax = 0$. Either way $Ax = 0$.

**Ranks.** For a partially filled fragment, $DA$, $(1-D)A$ and $(1-A)DA$ each annihilate exactly the vectors that $A$ annihilates. By rank–nullity all of them have rank $m$, which gives the three dimensions.

**Converse.** If $\dim W = 2\operatorname{rank} A$, then $(1-A)DA$ has the same rank as $A$, so their kernels have the same dimension. Since $\ker A \subseteq \ker\,(1-A)DA$, the kernels are equal. That is the bath statement, and hence partial filling.

## One orbital on two sites

For $m = 0$ the cluster is the zero space and all the counts are zero. The smallest case with a bath has two sites, one fragment orbital $(1,0)$, and one occupied orbital, the symmetric combination $(1,1)/\sqrt2$. Projecting the fragment orbital gives $D(1,0) = (\tfrac12,\tfrac12)$. Removing its fragment component leaves $(0,\tfrac12)$, so the normalised bath orbital is $(0,1)$. The cluster is the whole space, with the symmetric combination occupied and the antisymmetric one empty.

## Fractional occupation can break the count

Idempotence of $D$ is needed. Take $V = \mathbb{C}$, $A = 1$ and $D = \tfrac12$, a single orbital with occupation one half. Neither $D$ nor $1-D$ annihilates a nonzero vector, so the condition on the fragment holds with $m = 1$. But $(1-A)DA = 0$: there is no bath, and the cluster has dimension 1 instead of 2. Density matrices from thermal smearing or from a correlated calculation are of this non-idempotent kind.

## The Lean file

```lean
import Mathlib

open Module

namespace HalfFilledCluster

noncomputable section

variable {V : Type*} [AddCommGroup V] [Module ℂ V]

/-- The embedded cluster: the fragment space `range A` together with the bath space
`range ((1 - A) D A)`. -/
def cluster (D A : End ℂ V) : Submodule ℂ V :=
  LinearMap.range A ⊔ LinearMap.range ((1 - A) * D * A)

/-- No nonzero fragment vector is annihilated by `D` or by `1 - D`. -/
def PartiallyFilled (D A : End ℂ V) : Prop :=
  ∀ x, (D (A x) = 0 → A x = 0) ∧ ((1 - D) (A x) = 0 → A x = 0)

/-- The cluster consists of the sums of a fragment vector and the `D`-image of a
fragment vector. -/
theorem mem_cluster (D A : End ℂ V) (w : V) :
    w ∈ cluster D A ↔ ∃ a b, w = A a + D (A b) := by
  unfold cluster
  constructor
  · intro hw
    obtain ⟨_, ⟨a, rfl⟩, _, ⟨b, rfl⟩, rfl⟩ := Submodule.mem_sup.1 hw
    refine ⟨a - D (A b), b, ?_⟩
    simp only [End.mul_apply, LinearMap.sub_apply, End.one_apply, map_sub]
    abel
  · rintro ⟨a, b, rfl⟩
    refine Submodule.mem_sup.2
      ⟨A (a + D (A b)), ⟨_, rfl⟩, ((1 - A) * D * A) b, ⟨b, rfl⟩, ?_⟩
    simp only [End.mul_apply, LinearMap.sub_apply, End.one_apply, map_add]
    abel

/-- The occupied part of the cluster is the fragment space projected by `D`. -/
theorem cluster_inf_range {D : End ℂ V} (A : End ℂ V) (hD : IsIdempotentElem D) :
    cluster D A ⊓ LinearMap.range D = LinearMap.range (D * A) := by
  have hDD : ∀ x, D (D x) = D x := fun x => LinearMap.congr_fun hD.eq x
  ext w
  constructor
  · rintro ⟨hw, ⟨v, hv⟩⟩
    obtain ⟨a, b, hab⟩ := (mem_cluster D A w).1 hw
    -- a vector in the range of `D` is fixed by `D`
    have hfix : D w = w := by rw [← hv, hDD]
    refine ⟨a + b, ?_⟩
    rw [← hfix, hab]
    simp only [End.mul_apply, map_add, hDD]
  · rintro ⟨x, rfl⟩
    exact ⟨(mem_cluster D A _).2 ⟨0, x, by simp [End.mul_apply]⟩, ⟨A x, rfl⟩⟩

/-- The empty part of the cluster is the fragment space projected by `1 - D`. -/
theorem cluster_inf_ker {D : End ℂ V} (A : End ℂ V) (hD : IsIdempotentElem D) :
    cluster D A ⊓ LinearMap.ker D = LinearMap.range ((1 - D) * A) := by
  have hDD : ∀ x, D (D x) = D x := fun x => LinearMap.congr_fun hD.eq x
  ext w
  constructor
  · rintro ⟨hw, hker⟩
    obtain ⟨a, b, hab⟩ := (mem_cluster D A w).1 hw
    have h0 : D w = 0 := hker
    rw [hab, map_add, hDD] at h0
    refine ⟨a, ?_⟩
    rw [hab, eq_neg_of_add_eq_zero_right h0]
    simp only [End.mul_apply, LinearMap.sub_apply, End.one_apply]
    abel
  · rintro ⟨x, rfl⟩
    refine ⟨(mem_cluster D A _).2 ⟨x, -x, ?_⟩, ?_⟩
    · simp only [End.mul_apply, LinearMap.sub_apply, End.one_apply, map_neg]
      abel
    · change D (A x - D (A x)) = 0
      rw [map_sub, hDD, sub_self]

/-- The fragment is partially filled exactly when the bath map `(1 - A) D` annihilates no
nonzero fragment vector. -/
theorem partiallyFilled_iff_bath {D A : End ℂ V} (hD : IsIdempotentElem D)
    (hA : IsIdempotentElem A) :
    PartiallyFilled D A ↔ ∀ x, ((1 - A) * D * A) x = 0 → A x = 0 := by
  have hDD : ∀ x, D (D x) = D x := fun x => LinearMap.congr_fun hD.eq x
  have hAA : ∀ x, A (A x) = A x := fun x => LinearMap.congr_fun hA.eq x
  constructor
  · intro h x hx
    -- `D A x` lies in the fragment and is fixed by `D`, so it vanishes
    have e : D (A x) = A (D (A x)) := sub_eq_zero.1 hx
    have h2 : A (D (A x)) = 0 := by
      apply (h (D (A x))).2
      rw [← e]
      change D (A x) - D (D (A x)) = 0
      rw [hDD, sub_self]
    exact (h x).1 (e.trans h2)
  · intro h x
    refine ⟨fun h0 => h x ?_, fun h1 => h x ?_⟩
    · change D (A x) - A (D (A x)) = 0
      rw [h0, map_zero, sub_zero]
    · have e : A x = D (A x) := sub_eq_zero.1 h1
      change D (A x) - A (D (A x)) = 0
      rw [← e, hAA, sub_self]

variable [FiniteDimensional ℂ V]

/-- Two operators that annihilate the same vectors have the same rank. -/
theorem rank_eq_of_same_kernel {f g : End ℂ V} (h : ∀ x, f x = 0 ↔ g x = 0) :
    finrank ℂ (LinearMap.range f) = finrank ℂ (LinearMap.range g) := by
  have hk : LinearMap.ker f = LinearMap.ker g := by
    ext x
    exact h x
  have h1 := LinearMap.finrank_range_add_finrank_ker f
  have h2 := LinearMap.finrank_range_add_finrank_ker g
  rw [hk] at h1
  omega

/-- The dimension of the cluster is the number of fragment orbitals plus the number of
bath orbitals. -/
theorem finrank_cluster (D : End ℂ V) {A : End ℂ V} (hA : IsIdempotentElem A) :
    finrank ℂ (cluster D A) = finrank ℂ (LinearMap.range A)
      + finrank ℂ (LinearMap.range ((1 - A) * D * A)) := by
  have hAA : ∀ x, A (A x) = A x := fun x => LinearMap.congr_fun hA.eq x
  -- `A` fixes the fragment and annihilates the bath
  have hinf : LinearMap.range A ⊓ LinearMap.range ((1 - A) * D * A) = ⊥ := by
    rw [eq_bot_iff]
    rintro w ⟨⟨x, hx⟩, ⟨y, hy⟩⟩
    have h1 : A w = w := by rw [← hx, hAA]
    have h2 : A w = 0 := by
      rw [← hy]
      change A (D (A y) - A (D (A y))) = 0
      rw [map_sub, hAA, sub_self]
    exact (Submodule.mem_bot ℂ).2 (h1.symm.trans h2)
  have h := Submodule.finrank_sup_add_finrank_inf_eq
    (LinearMap.range A) (LinearMap.range ((1 - A) * D * A))
  rw [hinf, finrank_bot, add_zero] at h
  exact h

/-- For a partially filled fragment with `m` orbitals the cluster has dimension `2m`, and
it meets the range and the kernel of `D` in dimension `m` each. -/
theorem cluster_half_filled {D A : End ℂ V} {m : ℕ} (hD : IsIdempotentElem D)
    (hA : IsIdempotentElem A) (hm : finrank ℂ (LinearMap.range A) = m)
    (h : PartiallyFilled D A) :
    finrank ℂ (cluster D A) = 2 * m ∧
    finrank ℂ ↥(cluster D A ⊓ LinearMap.range D) = m ∧
    finrank ℂ ↥(cluster D A ⊓ LinearMap.ker D) = m := by
  refine ⟨?_, ?_, ?_⟩
  · have hb : finrank ℂ (LinearMap.range ((1 - A) * D * A)) = m := by
      rw [← hm]
      exact rank_eq_of_same_kernel fun x =>
        ⟨(partiallyFilled_iff_bath hD hA).1 h x, fun h0 => by
          rw [End.mul_apply, h0, map_zero]⟩
    rw [finrank_cluster D hA, hm, hb]
    omega
  · rw [cluster_inf_range A hD, ← hm]
    exact rank_eq_of_same_kernel fun x =>
      ⟨(h x).1, fun h0 => by rw [End.mul_apply, h0, map_zero]⟩
  · rw [cluster_inf_ker A hD, ← hm]
    exact rank_eq_of_same_kernel fun x =>
      ⟨(h x).2, fun h0 => by rw [End.mul_apply, h0, map_zero]⟩

/-- The cluster has twice the dimension of the fragment if and only if the fragment is
partially filled. -/
theorem finrank_cluster_eq_two_mul_iff {D A : End ℂ V} (hD : IsIdempotentElem D)
    (hA : IsIdempotentElem A) :
    finrank ℂ (cluster D A) = 2 * finrank ℂ (LinearMap.range A) ↔ PartiallyFilled D A := by
  refine ⟨fun h => ?_, fun h => (cluster_half_filled hD hA rfl h).1⟩
  rw [finrank_cluster D hA] at h
  have h1 := LinearMap.finrank_range_add_finrank_ker A
  have h2 := LinearMap.finrank_range_add_finrank_ker ((1 - A) * D * A)
  have hle : LinearMap.ker A ≤ LinearMap.ker ((1 - A) * D * A) := by
    intro x hx
    have h0 : A x = 0 := hx
    change ((1 - A) * D * A) x = 0
    rw [End.mul_apply, h0, map_zero]
  -- nested kernels of equal dimension coincide
  have hk := Submodule.eq_of_le_of_finrank_eq hle (by omega)
  refine (partiallyFilled_iff_bath hD hA).2 fun x hx => ?_
  have hx' : x ∈ LinearMap.ker ((1 - A) * D * A) := hx
  rw [← hk] at hx'
  exact hx'

/-- The projector onto the first of two sites. -/
def site : End ℂ (ℂ × ℂ) where
  toFun p := (p.1, 0)
  map_add' p q := by ext <;> simp
  map_smul' c p := by ext <;> simp

/-- The projector onto the symmetric combination of two sites. -/
def bond : End ℂ (ℂ × ℂ) where
  toFun p := ((p.1 + p.2) / 2, (p.1 + p.2) / 2)
  map_add' p q := by ext <;> simp <;> ring
  map_smul' c p := by ext <;> simp <;> ring

/-- The two-site projectors `bond` and `site` are idempotent, `site` has rank one, and the
site is partially filled with respect to `bond`. -/
theorem cluster_half_filled_witness :
    IsIdempotentElem bond ∧ IsIdempotentElem site ∧
    finrank ℂ (LinearMap.range site) = 1 ∧ PartiallyFilled bond site := by
  refine ⟨?_, ?_, ?_, ?_⟩
  · refine LinearMap.ext fun p => Prod.ext ?_ ?_
    · change ((p.1 + p.2) / 2 + (p.1 + p.2) / 2) / 2 = (p.1 + p.2) / 2
      ring
    · change ((p.1 + p.2) / 2 + (p.1 + p.2) / 2) / 2 = (p.1 + p.2) / 2
      ring
  · exact LinearMap.ext fun p => rfl
  · have hr : LinearMap.range site = Submodule.span ℂ {((1, 0) : ℂ × ℂ)} := by
      ext p
      rw [Submodule.mem_span_singleton]
      constructor
      · rintro ⟨q, rfl⟩
        exact ⟨q.1, by simp [site]⟩
      · rintro ⟨c, rfl⟩
        exact ⟨(c, 0), by simp [site]⟩
    rw [hr]
    exact finrank_span_singleton (by simp)
  · intro x
    have key : x.1 = 0 → site x = 0 := fun h0 => Prod.ext h0 rfl
    refine ⟨fun h => key ?_, fun h => key ?_⟩
    · have h1 : (x.1 + 0) / 2 = 0 := congrArg Prod.fst h
      linear_combination 2 * h1
    · have h1 : (0 : ℂ) - (x.1 + 0) / 2 = 0 := congrArg Prod.snd h
      linear_combination (-2) * h1

end

end HalfFilledCluster
```

```lean
#print axioms HalfFilledCluster.cluster_half_filled
-- 'HalfFilledCluster.cluster_half_filled' depends on axioms: [propext, Classical.choice, Quot.sound]
#print axioms HalfFilledCluster.finrank_cluster_eq_two_mul_iff
-- 'HalfFilledCluster.finrank_cluster_eq_two_mul_iff' depends on axioms: [propext, Classical.choice, Quot.sound]
```

## How the Lean statements map to the orbitals

`End ℂ V` is the type of linear maps from `V` to itself, with multiplication as composition, and `IsIdempotentElem D` says $D^2 = D$. In `cluster`, the symbol `⊔` is the sum of two subspaces; in the theorems, `⊓` is their intersection. `finrank ℂ` is the dimension, so the rank of `A` appears as the dimension of `LinearMap.range A`. `PartiallyFilled` quantifies over all `x` in `V`, so that `A x` runs through the whole fragment space, not only through a chosen set of fragment orbitals.

`cluster_half_filled` takes the two idempotents, the rank `m` and partial filling, and returns the three dimensions. `finrank_cluster_eq_two_mul_iff` states, for idempotent `D` and `A`, the equivalence between $\dim W = 2\operatorname{rank} A$ and partial filling. `cluster_half_filled_witness` shows that the two-site projectors `bond` (as $D$) and `site` (as $A$) meet all the hypotheses with $m = 1$.

No inner product appears, so the theorems concern subspaces and not orthonormal orbitals. Spin is absent too: for a closed shell, the $m$ occupied dimensions hold $2m$ electrons. Partial filling is a hypothesis about the system at hand; a code can test it by checking that $(1-A)DA$ has rank $m$. The dimensions are those of exact linear algebra. They do not say which singular-value threshold should decide whether a bath orbital is kept, and they say nothing about the accuracy of the embedding or about the interacting state that the solver finds.

## How the proof follows the algebra

`mem_cluster` is the description of cluster vectors as $Aa + DAb$. Each direction supplies the vectors written out above and leaves an identity in an additive group, which `abel` closes.

`cluster_inf_range` and `cluster_inf_ker` identify the occupied and empty parts. Both extract `a` and `b` from `mem_cluster` and apply `D`. These lemmas need neither partial filling nor finite dimension. For idempotent $D$, the occupied part of the cluster is thus the range of $DA$ even when some fragment vectors are full or empty, and its dimension is then the rank of $DA$.

`partiallyFilled_iff_bath` is the equivalence with the bath statement. In its first half, `e` records that $DAx$ lies in the fragment and `h2` that it vanishes.

`rank_eq_of_same_kernel` applies rank–nullity to two maps with equal kernels and leaves the arithmetic to `omega`. `finrank_cluster` shows that fragment and bath intersect trivially, then uses the dimension formula for a sum of subspaces. It requires $A$ to be idempotent but puts no condition on $D$.

`cluster_half_filled` combines these lemmas, one bullet for each dimension. Each bullet compares the kernel of one product with that of `A`: one direction comes from partial filling, the other from linearity. For the converse, `finrank_cluster_eq_two_mul_iff` proves the inclusion of kernels as `hle`, and `Submodule.eq_of_le_of_finrank_eq` turns it into an equality once the dimensions agree.

In the witness, the range of `site` is written as the span of $(1,0)$, which gives rank one. Partial filling reduces to showing that the first component of `x` is zero, and `linear_combination` obtains this from one component of each hypothesis.
